# The determinant of the N × N spin-coherent kernel \((1+x_iy_j)^{N-1}\) in closed form

To expand a state \(|\psi\rangle\) of a spin \(S\) in \(N=2S+1\) coherent states \(|z_j\rangle\), one solves the linear system

\[
\sum_j G_{ij}\,c_j=\langle z_i|\psi\rangle ,\qquad G_{ij}=\langle z_i|z_j\rangle ,
\]

for the coefficients \(c_j\). Coherent states are in general not orthogonal, so the overlap matrix \(G\) is in general not diagonal, and the system has a unique solution exactly when \(\det G\neq0\). For the unnormalised states used below, this determinant is a product of binomial coefficients and squared distances between the labels, and it is nonzero exactly when the labels \(z_j\) are distinct.

## Coherent states of one spin

Let \(n=2S\), so that the spin space has \(n+1\) basis states, numbered \(k=0,\dots,n\). Take \(k=0\) to be the state with the largest \(S_z\), and let \(k\) count the lowering steps from it. A spin pointing in the direction with polar angle \(\theta<\pi\) and azimuth \(\varphi\) has the complex label \(z=\tan(\theta/2)\,e^{i\varphi}\) and the unnormalised state

\[
|z\rangle=\sum_{k=0}^{n}\sqrt{\tbinom{n}{k}}\;z^k\,|k\rangle .
\]

Its squared norm is \((1+|z|^2)^n\). The direction \(\theta=\pi\) has no finite label and is left out.

The overlap of two such states is \(\langle w|z\rangle=(1+\bar w z)^n\). With \(\bar w\) and \(z\) replaced by independent variables \(x\) and \(y\), this is the spin-coherent kernel.

A related determinant, with a single set of labels, appears for fermions. If \(n+1\) non-interacting fermions fill all states of the multiplet, their Slater determinant at the labels \(z_0,\dots,z_n\) is a constant times \(\prod_{i<k}(z_k-z_i)\). The same product describes a filled lowest Landau level of spin-polarised electrons without interaction, on a sphere pierced by \(n\) flux quanta. The labels are then the positions of the electrons, and the wave function is the product times \(\prod_i(1+|z_i|^2)^{-n/2}\), up to a constant, the choice of gauge and, for the opposite direction of the field, complex conjugation.

## The identity over a commutative ring

The central theorem, `det_spinCoherent`, says that for any commutative ring \(R\), any natural number \(n\) and any labels \(x_i,y_j\in R\) with \(i,j=0,\dots,n\),

\[
\det\big[(1+x_iy_j)^n\big]=\prod_{k=0}^{n}\binom nk\;\prod_{i<k}(x_k-x_i)(y_k-y_i).
\]

The Lean expressions correspond to this as follows.

- The labels are functions `Fin (n + 1) → R`. The size is \(N=n+1\), which expresses \(N\ge1\) and makes the exponent \(N-1\) equal to `n`.
- `(n.choose (k : ℕ) : R)` is the binomial coefficient read as an element of \(R\). It may vanish there: if \(2=0\) in \(R\), then \(\binom21=0\), and the determinant for \(N=3\) is zero whatever the labels.
- `∏ i, ∏ k ∈ Finset.Ioi i` runs over all pairs with \(i<k\). The letter \(k\) is a power in the first product and a label index in the second.
- `kernel M x y` is the \(N\times N\) matrix with a free exponent. The word means an overlap function here, not a null space, and `M` is twice the spin, not a magnetic quantum number.

The remaining theorems on spin states use complex numbers. `coherentState n z` is the unnormalised vector above, and `star v ⬝ᵥ w` is the inner product with the conjugate on the first vector. In `det_gram` the right-hand side is a real number regarded as a complex one, so the theorem also says that the determinant is real. In `linearIndependent_iff_distinct`, `Function.Injective z` means that no two labels coincide.

Spin operators and rotations do not occur in the Lean code. The step left to the physics is the identification, up to normalisation and phase, of the vector `coherentState n z` with the stretched state \(|0\rangle\) rotated into the direction \((\theta,\varphi)\).

## Two Vandermonde matrices and a diagonal

Let the matrix have size \(N\) and the exponent be \(M<N\). The binomial theorem gives

\[
(1+x_iy_j)^M=\sum_{k=0}^{M}\binom Mk x_i^k y_j^k=\sum_{k=0}^{N-1}x_i^k\binom Mk y_j^k .
\]

The sum may be extended to \(N-1\) because \(\binom Mk=0\) for \(k>M\). The right-hand side is an entry of a matrix product,

\[
K=V(x)\,D\,V(y)^{T},\qquad V(x)_{ik}=x_i^k,\qquad D_{kk}=\binom Mk ,
\]

in which all three factors are \(N\times N\). The determinant of the product is therefore

\[
\det K=\det V(x)\;\prod_{k=0}^{N-1}\binom Mk\;\det V(y).
\]

The Vandermonde determinant is \(\det V(x)=\prod_{i<k}(x_k-x_i)\), and likewise for \(y\). Inserting both gives the closed form for every \(M<N\), and \(M=n\), \(N=n+1\) is the central theorem. For \(n=0\) the matrix is the single entry 1, and the empty product over pairs is 1 as well.

If \(N>M+1\), the product of binomials contains \(\binom M{M+1}=0\), and the determinant vanishes for all labels. This is Pauli exclusion: \(N\) fermions in the same orbital do not fit into \(M+1\) spin states.

## Overlaps and distances on the sphere

For the coherent states, the two square roots in each term of the inner product combine:

\[
\langle w|z\rangle=\sum_{k=0}^n\sqrt{\tbinom nk}\,\bar w^k\sqrt{\tbinom nk}\,z^k=\sum_{k=0}^n\binom nk(\bar wz)^k=(1+\bar wz)^n .
\]

The overlap matrix of \(n+1\) states is thus the kernel with \(x_i=\bar z_i\) and \(y_j=z_j\). Each pair contributes \((\bar z_k-\bar z_i)(z_k-z_i)=|z_k-z_i|^2\), so

\[
\det G=\prod_{k=0}^n\binom nk\;\prod_{i<k}|z_k-z_i|^2 .
\]

For normalised states this is divided by \(\prod_i(1+|z_i|^2)^n\). Each label occurs in \(n\) pairs, so the divisor can be shared out among them:

\[
\det G_{\rm norm}=\prod_{k=0}^n\binom nk\;\prod_{i<k}\frac{|z_k-z_i|^2}{(1+|z_i|^2)(1+|z_k|^2)}=\prod_{k=0}^n\binom nk\;\prod_{i<k}\sin^2\frac{\Theta_{ik}}2 ,
\]

where \(\Theta_{ik}\) is the angle between the directions \(i\) and \(k\). When two directions approach each other, the determinant goes to zero and the linear system for the \(c_j\) becomes ill-conditioned. The normalised formulas and the two examples in the next part are ordinary algebra added to the Lean theorems.

The Slater determinant needs only one Vandermonde matrix. The matrix with entries \(A_{ik}=\sqrt{\binom nk}\,z_i^k\) is \(V(z)\) times a diagonal matrix, hence

\[
\det A=\prod_{k=0}^n\sqrt{\tbinom nk}\;\prod_{i<k}(z_k-z_i).
\]

The inner product of the normalised filled state, as the bra, with the product of the normalised coherent states, as the ket, is \(\det A\) divided by \(\sqrt{(n+1)!}\,\prod_i(1+|z_i|^2)^{n/2}\).

The rows of \(A\) are the coherent states, and they are linearly independent exactly when \(\det A\neq0\). The binomials \(\binom nk\) with \(k\le n\) are positive. A product of complex numbers is nonzero exactly when every factor is, so the condition is \(z_i\neq z_k\) for all \(i<k\).

## Other polynomials, and an exponent that is too large

The factorisation uses only that the kernel is a polynomial in \(x_iy_j\) of degree below \(N\). For \(f(t)=\sum_{k=0}^{N-1}a_kt^k\) with coefficients in \(R\), the same argument gives

\[
\det\big[f(x_iy_j)\big]=\prod_{k=0}^{N-1}a_k\;\prod_{i<k}(x_k-x_i)(y_k-y_i).
\]

The bound on the degree matters. Take \(N=M=2\) over the integers with \(x=y=(0,1)\). The kernel is

\[
\begin{pmatrix}1&1\\1&4\end{pmatrix},
\]

with determinant 3, whereas the closed form would give \(\binom20\binom21=2\). The hypothesis \(M<N\) therefore can't be weakened to \(M\le N\). With three spin states and two particles, several choices of occupied states contribute, and the pair differences are multiplied by a factor that itself depends on the labels, here \(2+(x_0+x_1)(y_0+y_1)+2x_0x_1y_0y_1\).

## Lean code for the kernel and the coherent states

```lean
import Mathlib

open Matrix
open scoped ComplexConjugate

namespace SpinCoherentDeterminant

noncomputable section

/-- The spin-coherent kernel `(1 + x_i y_j)^M` for `N` pairs of labels; `M` is twice the spin. -/
def kernel {R : Type*} [CommRing R] {N : ℕ} (M : ℕ) (x y : Fin N → R) :
    Matrix (Fin N) (Fin N) R :=
  Matrix.of fun i j => (1 + x i * y j) ^ M

/-- The unnormalised coherent state of spin `n/2` with complex label `z`: its amplitude on the
`k`-th basis state is `sqrt (binomial(n,k)) z^k`. -/
def coherentState (n : ℕ) (z : ℂ) : Fin (n + 1) → ℂ :=
  fun k => ((Real.sqrt (n.choose (k : ℕ)) : ℝ) : ℂ) * z ^ (k : ℕ)

/-- For `M < N` the kernel factors into a Vandermonde matrix in `x`, a diagonal matrix of
binomial coefficients, and a transposed Vandermonde matrix in `y`. -/
theorem kernel_factor {R : Type*} [CommRing R] {N M : ℕ} (hM : M < N) (x y : Fin N → R) :
    kernel M x y = vandermonde x * diagonal (fun k : Fin N => (M.choose (k : ℕ) : R))
      * (vandermonde y)ᵀ := by
  ext i j
  rw [Matrix.mul_apply]
  simp only [Matrix.mul_diagonal, Matrix.transpose_apply, Matrix.vandermonde_apply, kernel,
    Matrix.of_apply]
  rw [Fin.sum_univ_eq_sum_range (fun k => x i ^ k * (M.choose k : R) * y j ^ k) N]
  -- binomial coefficients beyond `M` vanish, so the sum may stop at `M`
  have h : ∑ k ∈ Finset.range (M + 1), x i ^ k * (M.choose k : R) * y j ^ k
      = ∑ k ∈ Finset.range N, x i ^ k * (M.choose k : R) * y j ^ k := by
    apply Finset.sum_subset
    · intro k hk
      simp only [Finset.mem_range] at *
      omega
    · intro k _ hk
      have hk' : M < k := by
        simp only [Finset.mem_range] at hk
        omega
      rw [Nat.choose_eq_zero_of_lt hk']
      simp
  rw [← h, add_comm 1 (x i * y j), add_pow]
  apply Finset.sum_congr rfl
  intro k _
  rw [one_pow, mul_pow]
  ring

/-- For `M < N` the determinant of the `N × N` kernel `(1 + x_i y_j)^M` is a product of binomial
coefficients times the pair differences of both sets of labels. -/
theorem det_kernel_of_lt {R : Type*} [CommRing R] {N M : ℕ} (hM : M < N) (x y : Fin N → R) :
    (kernel M x y).det = (∏ k : Fin N, (M.choose (k : ℕ) : R)) *
      ∏ i, ∏ k ∈ Finset.Ioi i, ((x k - x i) * (y k - y i)) := by
  rw [kernel_factor hM, det_mul, det_mul, det_diagonal, det_transpose, det_vandermonde,
    det_vandermonde]
  simp only [Finset.prod_mul_distrib]
  ring

/-- Spin-coherent determinant: for `N = n + 1` pairs of labels in a commutative ring, the kernel
`(1 + x_i y_j)^(N-1)` has determinant
`∏_k binomial(N-1,k) · ∏_{i<k} (x_k - x_i)(y_k - y_i)`. -/
theorem det_spinCoherent {R : Type*} [CommRing R] (n : ℕ) (x y : Fin (n + 1) → R) :
    (Matrix.of fun i j => (1 + x i * y j) ^ n).det =
      (∏ k : Fin (n + 1), (n.choose (k : ℕ) : R)) *
        ∏ i, ∏ k ∈ Finset.Ioi i, ((x k - x i) * (y k - y i)) :=
  det_kernel_of_lt (Nat.lt_succ_self n) x y

/-- For `M + 1 < N` the determinant of the `N × N` kernel `(1 + x_i y_j)^M` vanishes for all labels.
-/
theorem det_kernel_eq_zero {R : Type*} [CommRing R] {N M : ℕ} (hM : M + 1 < N)
    (x y : Fin N → R) : (kernel M x y).det = 0 := by
  rw [det_kernel_of_lt (by omega)]
  have h : ∏ k : Fin N, (M.choose (k : ℕ) : R) = 0 :=
    Finset.prod_eq_zero (Finset.mem_univ (⟨M + 1, hM⟩ : Fin N)) (by simp)
  rw [h, zero_mul]

/-- The overlap of two unnormalised coherent states of spin `n/2` with labels `w` and `z` is
`(1 + conj(w) z)^n`. -/
theorem coherentState_overlap (n : ℕ) (w z : ℂ) :
    star (coherentState n w) ⬝ᵥ coherentState n z = (1 + conj w * z) ^ n := by
  rw [add_comm 1 (conj w * z), add_pow, Finset.sum_range]
  simp only [dotProduct]
  apply Finset.sum_congr rfl
  intro k _
  -- the two square roots combine into one binomial coefficient
  have h : ((Real.sqrt (n.choose (k : ℕ)) : ℝ) : ℂ) * ((Real.sqrt (n.choose (k : ℕ)) : ℝ) : ℂ)
      = (n.choose (k : ℕ) : ℂ) := by
    rw [← Complex.ofReal_mul, Real.mul_self_sqrt (Nat.cast_nonneg _), Complex.ofReal_natCast]
  simp only [coherentState, Pi.star_apply, Complex.star_def, map_mul, map_pow,
    Complex.conj_ofReal, one_pow, mul_pow]
  linear_combination (conj w ^ (k : ℕ) * z ^ (k : ℕ)) * h

/-- The Gram determinant of `n + 1` unnormalised coherent states of spin `n/2` is the product of the
binomial coefficients times the squared distances between all pairs of labels. -/
theorem det_gram (n : ℕ) (z : Fin (n + 1) → ℂ) :
    (Matrix.of fun i j => star (coherentState n (z i)) ⬝ᵥ coherentState n (z j)).det =
      (((∏ k : Fin (n + 1), (n.choose (k : ℕ) : ℝ)) *
        ∏ i, ∏ k ∈ Finset.Ioi i, ‖z k - z i‖ ^ 2 : ℝ) : ℂ) := by
  simp only [coherentState_overlap]
  rw [det_spinCoherent n (fun i => conj (z i)) z]
  push_cast
  congr 1
  apply Finset.prod_congr rfl
  intro i _
  apply Finset.prod_congr rfl
  intro k _
  -- each pair contributes a number times its conjugate
  have h : (conj (z k) - conj (z i)) * (z k - z i) = (‖z k - z i‖ : ℂ) ^ 2 := by
    rw [← map_sub, Complex.conj_mul']
  exact h

/-- The determinant of the matrix whose rows are `n + 1` unnormalised coherent states of spin `n/2`
is the product of the square roots of the binomial coefficients times all pair differences of the
labels. -/
theorem det_filledMultiplet (n : ℕ) (z : Fin (n + 1) → ℂ) :
    (Matrix.of fun i => coherentState n (z i)).det =
      (∏ k : Fin (n + 1), ((Real.sqrt (n.choose (k : ℕ)) : ℝ) : ℂ)) *
        ∏ i, ∏ k ∈ Finset.Ioi i, (z k - z i) := by
  have h : (Matrix.of fun i => coherentState n (z i)) = vandermonde z *
      diagonal (fun k : Fin (n + 1) => ((Real.sqrt (n.choose (k : ℕ)) : ℝ) : ℂ)) := by
    ext i k
    rw [Matrix.mul_diagonal, Matrix.vandermonde_apply, Matrix.of_apply]
    exact mul_comm _ _
  rw [h, det_mul, det_diagonal, det_vandermonde, mul_comm]

/-- A family of `n + 1` coherent states of spin `n/2` is linearly independent exactly when their
labels are pairwise distinct. -/
theorem linearIndependent_iff_distinct (n : ℕ) (z : Fin (n + 1) → ℂ) :
    LinearIndependent ℂ (fun i => coherentState n (z i)) ↔ Function.Injective z := by
  have hc : ∏ k : Fin (n + 1), ((Real.sqrt (n.choose (k : ℕ)) : ℝ) : ℂ) ≠ 0 := by
    refine Finset.prod_ne_zero_iff.mpr fun k _ => Complex.ofReal_ne_zero.mpr ?_
    have hk : 0 < n.choose (k : ℕ) := Nat.choose_pos (Nat.le_of_lt_succ k.isLt)
    exact (Real.sqrt_pos.mpr (Nat.cast_pos.mpr hk)).ne'
  -- independence of the rows means a nonzero Slater determinant
  have h := Matrix.linearIndependent_rows_iff_isUnit
    (A := Matrix.of fun i => coherentState n (z i))
  rw [Matrix.isUnit_iff_isUnit_det, isUnit_iff_ne_zero, det_filledMultiplet,
    ← det_vandermonde, mul_ne_zero_iff, det_vandermonde_ne_zero_iff] at h
  exact h.trans (and_iff_right hc)

end

end SpinCoherentDeterminant
```

```lean
#print axioms SpinCoherentDeterminant.det_spinCoherent
#print axioms SpinCoherentDeterminant.det_kernel_eq_zero
#print axioms SpinCoherentDeterminant.det_gram
#print axioms SpinCoherentDeterminant.linearIndependent_iff_distinct
```

```
'SpinCoherentDeterminant.det_spinCoherent' depends on axioms: [propext, Classical.choice, Quot.sound]
'SpinCoherentDeterminant.det_kernel_eq_zero' depends on axioms: [propext, Classical.choice, Quot.sound]
'SpinCoherentDeterminant.det_gram' depends on axioms: [propext, Classical.choice, Quot.sound]
'SpinCoherentDeterminant.linearIndependent_iff_distinct' depends on axioms: [propext, Classical.choice, Quot.sound]
```

## From the binomial sum to linear independence in Lean

`kernel_factor` proves \(K=V(x)DV(y)^T\) entry by entry. After `ext i j`, the matrix product is written as a sum over \(k<N\). The auxiliary statement `h` compares this with the sum over \(k\le M\): `Finset.sum_subset` allows the longer range because the additional terms vanish, by `Nat.choose_eq_zero_of_lt`. The binomial theorem is `add_pow`, and `ring` matches the terms.

`det_kernel_of_lt` takes the determinant of the factorisation. The rewriting rules are those of the derivation: `det_mul` for the product, `det_diagonal` for the binomials, `det_transpose`, and `det_vandermonde` once for each set of labels. `Finset.prod_mul_distrib` then splits the product over pairs into its \(x\) and \(y\) parts. `det_spinCoherent` is the case \(M=n\), \(N=n+1\), with \(n<n+1\) supplied as the hypothesis.

`det_kernel_eq_zero` starts from the same closed form and points to the factor with index \(M+1\), which is zero.

`coherentState_overlap` expands \((1+\bar wz)^n\) and compares it with the inner product term by term. Its inner statement `h` says that the square root of the binomial times itself is the binomial, and `linear_combination` multiplies this by \(\bar w^kz^k\).

`det_gram` replaces every overlap by the kernel and applies `det_spinCoherent` with the conjugated labels in the place of \(x\). What remains is one identity for each pair, in which a number times its conjugate becomes a squared modulus.

`det_filledMultiplet` first proves the factorisation of \(A\) into a Vandermonde and a diagonal matrix, and then takes determinants.

`linearIndependent_iff_distinct` uses this Slater determinant and not the Gram determinant. The statement `hc` shows that the constant in front is nonzero. `Matrix.linearIndependent_rows_iff_isUnit` turns independence of the rows into invertibility of the matrix, which over the complex numbers means a nonzero determinant. The product of differences is then read backwards as a Vandermonde determinant, so that `det_vandermonde_ne_zero_iff` can supply the condition that the labels are distinct.
